# Flux conservation for an oscillating delta impurity at every finite sideband truncation

Q: To get the reflection from an oscillating point barrier, I keep a finite set of sidebands, solve a linear system for the transmitted amplitudes, add up the transmitted flux as a fraction $T$ of the incoming flux, and report $1-T$ as the reflection. The true problem has infinitely many sidebands. Why should flux be conserved after I throw most of them away?

A: Because the truncated coupling matrix is still Hermitian, and the balance needs nothing more from the coupling. Take a particle of mass $M$ and energy $E>0$ that meets the potential $[g_0+g_1\cos\omega t]\,\delta(x)$. Its wave function has a component at each energy $E+n\hbar\omega$, called sideband $n$, with wavenumber $k_n=\sqrt{2M(E+n\hbar\omega)}/\hbar$. This is positive for a propagating sideband and $i$ times a positive number for an evanescent one. Write $o$ for the incident channel, which textbooks number $0$. The wave in sideband $n$ is

$$\delta_{no}e^{ik_nx}+r_ne^{-ik_nx}\ (x<0),\qquad t_ne^{ik_nx}\ (x>0).$$

Continuity at $x=0$ gives $r_n=t_n-\delta_{no}$. The derivative jumps by $\sum_m V_{nm}t_m$, so

$$ik_nt_n-ik_n(\delta_{no}-r_n)=2ik_n(t_n-\delta_{no})=\sum_m V_{nm}t_m .$$

Here $V$ is not an energy: it contains the factor $2M/\hbar^2$. For this drive $V_{nn}=2Mg_0/\hbar^2$, and neighbouring sidebands are coupled by $Mg_1/\hbar^2$.

Q: And the conservation law?

A: Multiply by $t_n^*$ and sum over the retained sidebands:

$$2i\sum_n k_n(t_n-\delta_{no})t_n^*=\sum_{n,m}t_n^*V_{nm}t_m .$$

The right side is real because $V$ is Hermitian. Since $\operatorname{Im}(2iz)=2\operatorname{Re}z$, the sum on the left has zero real part. With $k_o$ real, this reads

$$\sum_n \operatorname{Re}(k_n)\,|t_n|^2=k_o\operatorname{Re}t_o .$$

Evanescent sidebands drop out because $\operatorname{Re}k_n=0$. Next, $|r_n|^2=|t_n|^2-\delta_{no}(2\operatorname{Re}t_o-1)$, so

$$\sum_n \operatorname{Re}(k_n)\left(|t_n|^2+|r_n|^2\right)=2k_o\operatorname{Re}t_o-k_o(2\operatorname{Re}t_o-1)=k_o .$$

Dividing by $k_o$ gives total probability one. Flux here means the average over one drive period, in which the interference between different sidebands cancels.

Q: So how does this enter my calculation?

A: With sidebands $-N,\dots,N$ you solve $(D-V)t=b$, where $D$ is diagonal with entries $2ik_n$ and $b_n=2ik_n\delta_{no}$. The intermediate identity says that the total transmission is $T=\operatorname{Re}t_o$, the real part of one component of the solution vector, and the reflection is $1-\operatorname{Re}t_o$. This applies to photon-assisted transport of non-interacting particles through a single driven point scatterer.

Q: Now the formal version. What is a sideband there, and what is a wavenumber?

A: The sidebands are the elements of an arbitrary finite type `ι`, so they need not be consecutive. A wavenumber is a complex number of one of two kinds.

In Lean 4 with Mathlib:

```lean
import Mathlib

open Complex (I)
open ComplexConjugate

namespace OscillatingDeltaImpurity

noncomputable section

/-- A channel wavenumber is either positive real (propagating) or `i` times a positive
number (evanescent). -/
def IsWavenumber (q : ℂ) : Prop :=
  (0 < q.re ∧ q.im = 0) ∨ (q.re = 0 ∧ 0 < q.im)
```

A: A sideband exactly at threshold, $k_n=0$, is excluded. The formula for $k_n$ in terms of $E$ and $\omega$ is not imposed either: any assignment of allowed wavenumbers will do.

Q: I would distrust a theorem that starts from the amplitude equations. Where are the waves?

A: They are defined explicitly, with the same wavenumber on both sides, hence equal potentials far to the left and right.

```lean
/-- The wave to the left of the impurity: incoming amplitude `a`, reflected amplitude `r`. -/
def leftWave (q a r : ℂ) (x : ℝ) : ℂ :=
  a * Complex.exp (I * q * x) + r * Complex.exp (-(I * q) * x)

/-- The wave to the right of the impurity, with transmitted amplitude `t`. -/
def rightWave (q t : ℂ) (x : ℝ) : ℂ := t * Complex.exp (I * q * x)

/-- The incoming amplitudes: one in channel `o`, zero in every other sideband. -/
def incident {ι : Type*} [DecidableEq ι] (o n : ι) : ℂ := if n = o then 1 else 0

variable {ι : Type*} [Fintype ι]

/-- The truncated sideband equations for the transmitted amplitudes `t` and the reflected
amplitudes `r`, with a unit wave incident in channel `o`. -/
def IsScattering [DecidableEq ι] (V : Matrix ι ι ℂ) (k : ι → ℂ) (o : ι) (t r : ι → ℂ) : Prop :=
  ∀ n, 2 * I * k n * (t n - incident o n) = ∑ m, V n m * t m ∧ r n = t n - incident o n
```

A: `incident o n` is $\delta_{no}$, and `IsScattering V k o t r` collects the two amplitude relations for every `n`. The next theorem says that these relations are equivalent to continuity and the derivative jump.

```lean
/-- The sideband equations say exactly that each sideband wave is continuous at the impurity
and that its derivative jumps there by the coupling `V` applied to the waves. -/
theorem matching_iff [DecidableEq ι] (V : Matrix ι ι ℂ) (k : ι → ℂ) (o : ι) (t r : ι → ℂ) :
    (∀ n, leftWave (k n) (incident o n) (r n) 0 = rightWave (k n) (t n) 0 ∧
      deriv (rightWave (k n) (t n)) 0 - deriv (leftWave (k n) (incident o n) (r n)) 0
        = ∑ m, V n m * rightWave (k m) (t m) 0) ↔ IsScattering V k o t r := by
  have he : ∀ c : ℂ, HasDerivAt (fun x : ℝ => Complex.exp (c * x)) c 0 := by
    intro c
    have h : HasDerivAt (fun x : ℝ => (x : ℂ)) 1 0 := by
      simpa using (hasDerivAt_id (0 : ℝ)).ofReal_comp
    simpa using (h.const_mul c).cexp
  have hR : ∀ q s : ℂ, deriv (rightWave q s) 0 = s * (I * q) := fun q s =>
    ((he (I * q)).const_mul s).deriv
  have hL : ∀ q a s : ℂ, deriv (leftWave q a s) 0 = a * (I * q) + s * (-(I * q)) :=
    fun q a s => (((he (I * q)).const_mul a).fun_add ((he (-(I * q))).const_mul s)).deriv
  have hR0 : ∀ q s : ℂ, rightWave q s 0 = s := by intro q s; simp [rightWave]
  have hL0 : ∀ q a s : ℂ, leftWave q a s 0 = a + s := by intro q a s; simp [leftWave]
  simp only [hR, hL, hR0, hL0, IsScattering]
  refine forall_congr' fun n => ⟨fun h => ⟨?_, ?_⟩, fun h => ⟨?_, ?_⟩⟩
  · linear_combination h.2 - I * k n * h.1
  · linear_combination h.1
  · linear_combination h.2
  · linear_combination h.1 + I * k n * h.2
```

A: The proof computes values and derivatives at $x=0$. Each wave formula is smooth on the whole line, so its derivative at $0$ is the one-sided slope you want. The `linear_combination` lines then do the algebra above: the jump condition minus $ik_n$ times continuity gives the amplitude equation, and the reverse direction adds it back.

Q: What exactly does the main theorem assume?

A: `truncated_unitarity` has four hypotheses. `hV` says that $V$ is Hermitian, which stands for an impurity strength that is real at all times, with no absorption or gain. `hk` says that every `k n` is an allowed wavenumber, `ho` that the incident channel propagates, and `h` that `t` and `r` solve the truncated equations. The conclusion sums over those `n` with `0 < (k n).re`, the propagating sidebands, where `(k n).re` is simply $k_n$. With a single sideband it is the familiar $|t|^2+|r|^2=1$ for a static delta barrier.

Q: Then what is left for me to justify?

A: The passage from the driven Schrödinger equation, with its infinitely many sidebands, to this finite system. Conserved flux does not tell you that the truncated amplitudes are close to the true ones.

Q: Fair. Show me where Hermiticity does its work.

A: In the flux balance, stated for arbitrary incoming amplitudes `a`.

```lean
/-- Flux balance: if `t` solves the sideband equations with Hermitian coupling and incoming
amplitudes `a`, which may be arbitrary, then the real part of `k (t - a) conj t`, summed over all
sidebands, vanishes. -/
theorem flux_balance {V : Matrix ι ι ℂ} (hV : V.IsHermitian) {k a t : ι → ℂ}
    (h : ∀ n, 2 * I * k n * (t n - a n) = ∑ m, V n m * t m) :
    ∑ n, (k n * (t n - a n) * conj (t n)).re = 0 := by
  have hc : ∀ n m, conj (V n m) = V m n := fun n m => hV.apply m n
  -- the expectation value of a Hermitian matrix is real
  have hS : conj (∑ n, ∑ m, conj (t n) * (V n m * t m))
      = ∑ n, ∑ m, conj (t n) * (V n m * t m) := by
    simp only [map_sum, map_mul, Complex.conj_conj, hc]
    rw [Finset.sum_comm]
    refine Finset.sum_congr rfl fun n _ => Finset.sum_congr rfl fun m _ => ?_
    ring
  have h2 : ∑ n, ∑ m, conj (t n) * (V n m * t m)
      = 2 * I * ∑ n, k n * (t n - a n) * conj (t n) := by
    rw [Finset.mul_sum]
    refine Finset.sum_congr rfl fun n _ => ?_
    rw [← Finset.mul_sum, ← h n]
    ring
  have him := Complex.conj_eq_iff_im.mp hS
  have key : ∀ z : ℂ, (2 * I * z).im = 2 * z.re := by intro z; simp
  rw [h2, key] at him
  rw [← Complex.re_sum]
  linarith
```

A: `hS` shows that the double sum $\sum_{n,m} t_n^*V_{nm}t_m$ equals its own conjugate, by exchanging the two summation indices. `h2` inserts the amplitude equations, and `key` is the identity $\operatorname{Im}(2iz)=2\operatorname{Re}z$.

Q: What if nothing comes in? Could the truncated impurity emit particles by itself?

A: Not into propagating sidebands. With $a=0$ the balance becomes $\sum_n\operatorname{Re}(k_n)|t_n|^2=0$. No term is negative, so each is zero, and $t_n=0$ wherever $\operatorname{Re}k_n>0$.

```lean
/-- If `t` solves the sideband equations with Hermitian coupling and no incoming wave, and every
sideband has an allowed wavenumber, then every propagating amplitude vanishes. -/
theorem propagating_eq_zero {V : Matrix ι ι ℂ} (hV : V.IsHermitian) {k t : ι → ℂ}
    (hk : ∀ n, IsWavenumber (k n)) (h : ∀ n, 2 * I * k n * t n = ∑ m, V n m * t m)
    {n : ι} (hn : 0 < (k n).re) : t n = 0 := by
  have hb := flux_balance hV (k := k) (a := fun _ => 0) (t := t) (by simpa using h)
  have hterm : ∀ m, (k m * (t m - 0) * conj (t m)).re = (k m).re * Complex.normSq (t m) := by
    intro m
    rw [sub_zero, mul_assoc, Complex.mul_conj, Complex.re_mul_ofReal]
  simp only [hterm] at hb
  have h0 : ∀ m ∈ Finset.univ, 0 ≤ (k m).re * Complex.normSq (t m) := by
    intro m _
    refine mul_nonneg ?_ (Complex.normSq_nonneg _)
    rcases hk m with h | h <;> linarith [h.1]
  have hz := (Finset.sum_eq_zero_iff_of_nonneg h0).mp hb n (Finset.mem_univ n)
  exact Complex.normSq_eq_zero.mp ((mul_eq_zero.mp hz).resolve_left hn.ne')
```

A: With a unit wave in channel $o$, the same balance gives the transmitted flux. Here and in all later theorems, `hk` assumes that every `k n` is an allowed wavenumber.

```lean
variable [DecidableEq ι] {V : Matrix ι ι ℂ} {k : ι → ℂ} {o : ι}

/-- For Hermitian coupling and a propagating incident channel, the transmitted flux is fixed
by the real part of the transmitted amplitude in the incident channel. -/
theorem transmitted_flux (hV : V.IsHermitian) (hk : ∀ n, IsWavenumber (k n))
    (ho : 0 < (k o).re) {t r : ι → ℂ} (h : IsScattering V k o t r) :
    ∑ n, (k n).re * ‖t n‖ ^ 2 = (k o).re * (t o).re := by
  have him : (k o).im = 0 := by
    rcases hk o with h | h
    · exact h.2
    · linarith [h.1]
  have hb := flux_balance hV (fun n => (h n).1)
  have hterm : ∀ n, (k n * (t n - incident o n) * conj (t n)).re
      = (k n).re * ‖t n‖ ^ 2 - if n = o then (k o).re * (t o).re else 0 := by
    intro n
    rw [Complex.sq_norm, Complex.normSq_apply]
    by_cases hn : n = o
    · subst hn
      simp [incident, him]
      ring
    · simp [incident, hn]
      ring
  simp only [hterm, Finset.sum_sub_distrib, Finset.sum_ite_eq', Finset.mem_univ, if_true] at hb
  linarith
```

A: `him` extracts that $k_o$ is real, and `hterm` evaluates each term of the balance, treating $n=o$ separately because only that term contains the source.

Q: And the evanescent sidebands, which my sum leaves out?

A: The main proof first puts them back. `Finset.sum_filter_of_ne` extends the sum to all sidebands, since the added terms are zero.

```lean
/-- Unitarity at any truncation: for Hermitian coupling and a propagating incident channel,
the flux-weighted transmission and reflection probabilities of the propagating sidebands
sum to one. -/
theorem truncated_unitarity (hV : V.IsHermitian) (hk : ∀ n, IsWavenumber (k n))
    (ho : 0 < (k o).re) {t r : ι → ℂ} (h : IsScattering V k o t r) :
    ∑ n with 0 < (k n).re, (k n).re / (k o).re * (‖t n‖ ^ 2 + ‖r n‖ ^ 2) = 1 := by
  -- evanescent sidebands carry no flux, so the sum may run over all sidebands
  rw [Finset.sum_filter_of_ne]
  · have hterm : ∀ n, (k n).re / (k o).re * (‖t n‖ ^ 2 + ‖r n‖ ^ 2)
        = (2 * ((k n).re * ‖t n‖ ^ 2)
          - if n = o then (k o).re * (2 * (t o).re - 1) else 0) / (k o).re := by
      intro n
      rw [(h n).2, Complex.sq_norm, Complex.sq_norm, Complex.normSq_apply, Complex.normSq_apply]
      by_cases hn : n = o
      · subst hn
        simp only [incident, if_true, Complex.sub_re, Complex.sub_im, Complex.one_re,
          Complex.one_im]
        ring
      · simp only [incident, hn, if_false, sub_zero]
        ring
    simp only [hterm]
    rw [← Finset.sum_div, Finset.sum_sub_distrib, ← Finset.mul_sum,
      transmitted_flux hV hk ho h, Finset.sum_ite_eq', if_pos (Finset.mem_univ o),
      div_eq_one_iff_eq ho.ne']
    ring
  · intro n _ hne
    rcases hk n with h' | h'
    · exact h'.1
    · exact absurd (by simp [h'.1]) hne
```

A: Here `hterm` substitutes $r_n=t_n-\delta_{no}$ and expands the squares. The rewriting then inserts `transmitted_flux` and divides by $k_o$, as in the last step by hand.

Q: My matrix $D-V$ could be singular. Then the amplitudes might be ambiguous, or the theorem might speak about solutions that don't exist.

A: It can be singular. Suppose an evanescent sideband with $k_n=i\kappa$ is decoupled from the rest and has $V_{nn}=-2\kappa$. Its equation then reads $-2\kappa t_n=-2\kappa t_n$, and $t_n$ is arbitrary: this is the bound state of an attractive delta. The propagating amplitudes are nevertheless unique. The difference of two solutions obeys the equations without a source, so its propagating components vanish.

```lean
/-- For Hermitian coupling, two solutions of the same truncated problem have equal transmitted
and reflected amplitudes in every propagating sideband. -/
theorem propagating_unique (hV : V.IsHermitian) (hk : ∀ n, IsWavenumber (k n))
    {t r t' r' : ι → ℂ} (h : IsScattering V k o t r) (h' : IsScattering V k o t' r')
    {n : ι} (hn : 0 < (k n).re) : t n = t' n ∧ r n = r' n := by
  have hz : t n - t' n = 0 := by
    refine propagating_eq_zero hV (t := fun m => t m - t' m) hk (fun m => ?_) hn
    simp only [mul_sub, Finset.sum_sub_distrib]
    linear_combination (h m).1 - (h' m).1
  refine ⟨sub_eq_zero.mp hz, ?_⟩
  rw [(h n).2, (h' n).2, sub_eq_zero.mp hz]
```

Q: That is uniqueness. Existence is the harder half for a singular matrix.

A: The system $(D-V)t=b$ is solvable if every vector $y$ with $y^{\mathsf T}(D-V)=0$ also satisfies $y^{\mathsf T}b=0$. Written out, the first condition is

$$2ik_my_m=\sum_n V_{nm}y_n ,$$

the source-free problem for the transposed matrix $V^{\mathsf T}$, which is Hermitian too. Channel $o$ propagates, so $y_o=0$. The source $b$ lives only in channel $o$, so $y^{\mathsf T}b=2ik_oy_o=0$.

```lean
/-- For Hermitian coupling and a propagating incident channel, the truncated scattering
problem has a solution. -/
theorem exists_scattering (hV : V.IsHermitian) (hk : ∀ n, IsWavenumber (k n))
    (ho : 0 < (k o).re) : ∃ t r : ι → ℂ, IsScattering V k o t r := by
  let A : (ι → ℂ) →ₗ[ℂ] (ι → ℂ) :=
    Matrix.mulVecLin (Matrix.diagonal (fun n => 2 * I * k n) - V)
  have hA : ∀ t n, A t n = 2 * I * k n * t n - ∑ m, V n m * t m := by
    intro t n
    simp only [A, Matrix.mulVecLin_apply, Matrix.sub_mulVec, Pi.sub_apply,
      Matrix.mulVec_diagonal]
    rfl
  let b : ι → ℂ := fun n => 2 * I * k n * incident o n
  have hb : b ∈ LinearMap.range A := by
    rw [← Submodule.Quotient.mk_eq_zero]
    refine (Module.forall_dual_apply_eq_zero_iff ℂ _).mp fun φ => ?_
    -- a functional vanishing on the range solves the source-free transposed problem
    let f : (ι → ℂ) →ₗ[ℂ] ℂ := φ ∘ₗ (LinearMap.range A).mkQ
    let y : ι → ℂ := fun n => f (fun j => if n = j then 1 else 0)
    have hf : ∀ v, f v = ∑ n, v n * y n := fun v => LinearMap.pi_apply_eq_sum_univ f v
    have hf0 : ∀ v, f (A v) = 0 := by
      intro v
      have hv : (LinearMap.range A).mkQ (A v) = 0 :=
        (Submodule.Quotient.mk_eq_zero _).mpr ⟨v, rfl⟩
      change φ ((LinearMap.range A).mkQ (A v)) = 0
      rw [hv, map_zero]
    have hy : y o = 0 := by
      refine propagating_eq_zero hV.transpose hk (fun m => ?_) ho
      have hm := hf0 (Pi.single m 1)
      rw [hf] at hm
      simp only [hA, Pi.single_apply, mul_ite, mul_one, mul_zero, Finset.sum_ite_eq',
        Finset.mem_univ, if_true, sub_mul, ite_mul, zero_mul, Finset.sum_sub_distrib] at hm
      simp only [Matrix.transpose_apply]
      linear_combination hm
    change f b = 0
    rw [hf]
    simp [b, incident, hy]
  obtain ⟨t, ht⟩ := hb
  refine ⟨t, fun n => t n - incident o n, fun n => ⟨?_, rfl⟩⟩
  have hn : A t n = 2 * I * k n * incident o n := congrFun ht n
  rw [hA] at hn
  linear_combination hn

end

end OscillatingDeltaImpurity
```

A: In the code `A` is the map $t\mapsto(D-V)t$. A functional `φ` on the quotient by the range of `A` yields `f`, which vanishes on that range and has components `y`. Applying `f` to `A` of each unit vector `Pi.single m 1` produces the displayed equation, and `propagating_eq_zero` with `hV.transpose` gives `hy`. Once `b` is known to lie in the range, a preimage supplies $t$, and $r_n$ is defined as $t_n-\delta_{no}$.

Q: So whichever sidebands I keep, provided that the incident one is among them and none sits at threshold, there is a solution, and its open channels carry exactly the incoming flux.

A: Yes, and $\operatorname{Re}t_o$ is the same for every solution of that truncated system, so your $1-T$ is well defined even when the matrix is singular.

```lean
#print axioms OscillatingDeltaImpurity.matching_iff
-- 'OscillatingDeltaImpurity.matching_iff' depends on axioms: [propext, Classical.choice, Quot.sound]
#print axioms OscillatingDeltaImpurity.truncated_unitarity
-- 'OscillatingDeltaImpurity.truncated_unitarity' depends on axioms: [propext, Classical.choice, Quot.sound]
#print axioms OscillatingDeltaImpurity.propagating_unique
-- 'OscillatingDeltaImpurity.propagating_unique' depends on axioms: [propext, Classical.choice, Quot.sound]
#print axioms OscillatingDeltaImpurity.exists_scattering
-- 'OscillatingDeltaImpurity.exists_scattering' depends on axioms: [propext, Classical.choice, Quot.sound]
```
